# The divergent mode of the Coulomb matrix aligns with its head vector

Suppose that the Coulomb matrix at wave number $k$, in Hartree atomic units, has the form $v = \frac{4\pi}{k^2}\,ww^\dagger + B$ on a finite-dimensional complex inner product space, with $k \neq 0$ real, $w$ a unit vector and $B$ a Hermitian operator of operator norm at most $b$. Then $v$ has a largest eigenvalue $\mu$ with $|\mu - 4\pi/k^2| \le b$, and every unit eigenvector $x$ for $\mu$ satisfies $1 - |\langle w,x\rangle|^2 \le bk^2/(2\pi)$. If one constant $b$ serves for all small $k$, the largest eigenvalue therefore diverges as $4\pi/k^2$ and its eigenvector aligns with $w$, up to a phase, as $k \to 0$.

```lean
import Mathlib

open scoped InnerProductSpace

namespace CoulombHeadMode

noncomputable section

variable {E : Type*} [NormedAddCommGroup E] [InnerProductSpace ℂ E]

/-- The coefficient `4π/k²` of the head of the Coulomb matrix. -/
def head (k : ℝ) : ℝ := 4 * Real.pi / k ^ 2

/-- The Coulomb matrix `a w w† + B`: a rank-one head of strength `a` plus a remainder `B`. -/
def coulomb (a : ℝ) (w : E) (B : E →L[ℂ] E) : E →L[ℂ] E :=
  (a : ℂ) • (innerSL ℂ w).smulRight w + B

/-- An operator is Hermitian if `⟨Tx, y⟩ = ⟨x, Ty⟩` for all vectors. -/
def Hermitian (T : E →L[ℂ] E) : Prop := ∀ x y, ⟪T x, y⟫_ℂ = ⟪x, T y⟫_ℂ

/-- The set of real eigenvalues of an operator. -/
def eigs (T : E →L[ℂ] E) : Set ℝ := {μ | ∃ x, x ≠ 0 ∧ T x = (μ : ℂ) • x}

/-- The real part of the expectation value `⟨x, T x⟩`. -/
def expect (T : E →L[ℂ] E) (x : E) : ℝ := (⟪x, T x⟫_ℂ).re

/-- The Coulomb matrix acts as `x ↦ a ⟨w, x⟩ w + B x`. -/
theorem coulomb_apply (a : ℝ) (w x : E) (B : E →L[ℂ] E) :
    coulomb a w B x = (a : ℂ) • (⟪w, x⟫_ℂ • w) + B x := rfl

/-- The Coulomb matrix is Hermitian when the remainder `B` is. -/
theorem coulomb_hermitian (a : ℝ) (w : E) {B : E →L[ℂ] E} (hB : Hermitian B) :
    Hermitian (coulomb a w B) := by
  intro x y
  rw [coulomb_apply a w x, coulomb_apply a w y, inner_add_left, inner_add_right, hB x y]
  simp only [inner_smul_left, inner_smul_right, Complex.conj_ofReal, inner_conj_symm]
  ring

/-- The expectation value splits into the head part `a |⟨w, x⟩|²` and that of `B`. -/
theorem expect_coulomb (a : ℝ) (w x : E) (B : E →L[ℂ] E) :
    expect (coulomb a w B) x = a * ‖⟪w, x⟫_ℂ‖ ^ 2 + expect B x := by
  unfold expect
  rw [coulomb_apply, inner_add_right, inner_smul_right, inner_smul_right,
    ← inner_conj_symm x w, Complex.mul_conj, Complex.normSq_eq_norm_sq, Complex.add_re,
    ← Complex.ofReal_mul, Complex.ofReal_re]

/-- If `B` has operator norm at most `b`, its expectation value is at most `b ‖x‖²` in size. -/
theorem abs_expect_le {B : E →L[ℂ] E} {b : ℝ} (hb : ‖B‖ ≤ b) (x : E) :
    |expect B x| ≤ b * ‖x‖ ^ 2 :=
  calc |expect B x| ≤ ‖⟪x, B x⟫_ℂ‖ := Complex.abs_re_le_norm _
    _ ≤ ‖x‖ * ‖B x‖ := norm_inner_le_norm _ _
    _ ≤ ‖x‖ * (b * ‖x‖) := mul_le_mul_of_nonneg_left (B.le_of_opNorm_le hb x) (norm_nonneg _)
    _ = b * ‖x‖ ^ 2 := by ring

/-- If `T x = μ x`, the expectation value in `x` is `μ ‖x‖²`. -/
theorem expect_eigen {T : E →L[ℂ] E} {x : E} {μ : ℝ} (h : T x = (μ : ℂ) • x) :
    expect T x = μ * ‖x‖ ^ 2 := by
  have h0 : (⟪x, x⟫_ℂ).re = ‖x‖ ^ 2 := inner_self_eq_norm_sq (𝕜 := ℂ) x
  unfold expect
  rw [h, inner_smul_right, Complex.re_ofReal_mul, h0]

/-- A Hermitian operator on a nonzero finite-dimensional space has a largest eigenvalue `μ`,
and every expectation value is at most `μ ‖y‖²`. -/
theorem exists_top [FiniteDimensional ℂ E] [Nontrivial E] {T : E →L[ℂ] E}
    (hT : Hermitian T) :
    ∃ μ, IsGreatest (eigs T) μ ∧ ∀ y, expect T y ≤ μ * ‖y‖ ^ 2 := by
  have hS : (T : E →ₗ[ℂ] E).IsSymmetric := fun x y => hT x y
  obtain ⟨e, lam, he⟩ : ∃ (e : OrthonormalBasis (Fin (Module.finrank ℂ E)) ℂ E)
      (lam : Fin (Module.finrank ℂ E) → ℝ), ∀ i, T (e i) = (lam i : ℂ) • e i :=
    ⟨hS.eigenvectorBasis rfl, hS.eigenvalues rfl, fun i => hS.apply_eigenvectorBasis rfl i⟩
  have : Nonempty (Fin (Module.finrank ℂ E)) := ⟨⟨0, Module.finrank_pos⟩⟩
  obtain ⟨j, hj⟩ := Finite.exists_max lam
  -- expand `y` in the eigenbasis
  have hray : ∀ y, expect T y ≤ lam j * ‖y‖ ^ 2 := by
    intro y
    have hc : ∀ i, ⟪y, e i⟫_ℂ * ⟪e i, y⟫_ℂ = ((‖⟪e i, y⟫_ℂ‖ ^ 2 : ℝ) : ℂ) := by
      intro i
      rw [← inner_conj_symm y (e i), mul_comm, Complex.mul_conj, Complex.normSq_eq_norm_sq]
    have h1 : expect T y = ∑ i, lam i * ‖⟪e i, y⟫_ℂ‖ ^ 2 := by
      unfold expect
      rw [← e.sum_inner_mul_inner y (T y), Complex.re_sum]
      refine Finset.sum_congr rfl fun i _ => ?_
      rw [← hT (e i) y, he, inner_smul_left, Complex.conj_ofReal, mul_left_comm, hc,
        ← Complex.ofReal_mul, Complex.ofReal_re]
    have h2 : ‖y‖ ^ 2 = ∑ i, ‖⟪e i, y⟫_ℂ‖ ^ 2 := by
      have h0 : (⟪y, y⟫_ℂ).re = ‖y‖ ^ 2 := inner_self_eq_norm_sq (𝕜 := ℂ) y
      rw [← h0, ← e.sum_inner_mul_inner y y, Complex.re_sum]
      refine Finset.sum_congr rfl fun i _ => ?_
      rw [hc, Complex.ofReal_re]
    rw [h1, h2, Finset.mul_sum]
    exact Finset.sum_le_sum fun i _ => mul_le_mul_of_nonneg_right (hj i) (sq_nonneg _)
  refine ⟨lam j, ⟨⟨e j, e.orthonormal.ne_zero j, he j⟩, ?_⟩, hray⟩
  rintro ν ⟨x, hx, hν⟩
  have h := hray x
  rw [expect_eigen hν] at h
  exact le_of_mul_le_mul_right h (pow_pos (norm_pos_iff.mpr hx) 2)

/-- For `a ≥ 0`, unit `w` and `‖B‖ ≤ b`, every real eigenvalue of `a w w† + B` lies between
`-b` and `a + b`. -/
theorem eigenvalue_bounds {a b μ : ℝ} {w : E} {B : E →L[ℂ] E} (ha : 0 ≤ a) (hw : ‖w‖ = 1)
    (hb : ‖B‖ ≤ b) (hμ : μ ∈ eigs (coulomb a w B)) : -b ≤ μ ∧ μ ≤ a + b := by
  obtain ⟨x, hx, hμ⟩ := hμ
  have hN : 0 < ‖x‖ ^ 2 := pow_pos (norm_pos_iff.mpr hx) 2
  have h1 := expect_coulomb a w x B
  rw [expect_eigen hμ] at h1
  have h2 := abs_le.mp (abs_expect_le hb x)
  have h3 : ‖⟪w, x⟫_ℂ‖ ≤ ‖x‖ := by
    have h := norm_inner_le_norm (𝕜 := ℂ) w x
    rwa [hw, one_mul] at h
  have h4 := mul_le_mul_of_nonneg_left (pow_le_pow_left₀ (norm_nonneg _) h3 2) ha
  have h5 := mul_nonneg ha (sq_nonneg ‖⟪w, x⟫_ℂ‖)
  constructor
  · exact le_of_mul_le_mul_right (by linarith [h2.1]) hN
  · exact le_of_mul_le_mul_right (by linarith [h2.2]) hN

/-- On a finite-dimensional space, for `v = (4π/k²) w w† + B` with `k ≠ 0`, unit `w`, `B` Hermitian and `‖B‖ ≤ b`, the largest
eigenvalue exists and lies within `b` of `4π/k²`, and every unit eigenvector `x` for it has
`1 - |⟨w, x⟩|² ≤ b k² / (2π)`. -/
theorem top_mode_aligns [FiniteDimensional ℂ E] {k b : ℝ} {w : E} {B : E →L[ℂ] E}
    (hk : k ≠ 0) (hw : ‖w‖ = 1) (hB : Hermitian B) (hb : ‖B‖ ≤ b) :
    ∃ μ, IsGreatest (eigs (coulomb (head k) w B)) μ ∧ |μ - head k| ≤ b ∧
      ∀ x, ‖x‖ = 1 → coulomb (head k) w B x = (μ : ℂ) • x →
        1 - ‖⟪w, x⟫_ℂ‖ ^ 2 ≤ b * k ^ 2 / (2 * Real.pi) := by
  have hw0 : w ≠ 0 := by
    intro h
    simp [h] at hw
  have : Nontrivial E := ⟨⟨w, 0, hw0⟩⟩
  have ha : 0 ≤ head k := by unfold head; positivity
  have hh : head k * k ^ 2 = 4 * Real.pi := by unfold head; field_simp
  obtain ⟨μ, hμ, hray⟩ := exists_top (coulomb_hermitian (head k) w hB)
  -- the trial vector `w` bounds the top eigenvalue from below
  have hlow : head k - b ≤ μ := by
    have hww : ⟪w, w⟫_ℂ = 1 := by rw [inner_self_eq_norm_sq_to_K, hw]; simp
    have h1 := hray w
    have h2 := (abs_le.mp (abs_expect_le hb w)).1
    rw [expect_coulomb, hww, norm_one, hw] at h1
    rw [hw] at h2
    linarith
  have hup := (eigenvalue_bounds ha hw hb hμ.1).2
  refine ⟨μ, hμ, abs_le.mpr ⟨by linarith, by linarith⟩, fun x hx hv => ?_⟩
  -- `μ ≤ a |⟨w, x⟩|² + b` together with `a - b ≤ μ`
  have h1 := expect_coulomb (head k) w x B
  have h2 := (abs_le.mp (abs_expect_le hb x)).2
  rw [expect_eigen hv, hx] at h1
  rw [hx] at h2
  have h3 : head k * (1 - ‖⟪w, x⟫_ℂ‖ ^ 2) ≤ 2 * b := by linarith
  have h4 := mul_le_mul_of_nonneg_right h3 (sq_nonneg k)
  have h5 : head k * (1 - ‖⟪w, x⟫_ℂ‖ ^ 2) * k ^ 2 = 4 * Real.pi * (1 - ‖⟪w, x⟫_ℂ‖ ^ 2) := by
    linear_combination (1 - ‖⟪w, x⟫_ℂ‖ ^ 2) * hh
  rw [le_div_iff₀ (by positivity)]
  linarith

/-- If `‖B‖ ≤ b` and `x`, `y` are orthonormal eigenvectors of `a w w† + B` with eigenvalues
`ν ≥ μ`, then the lower eigenvalue `μ` is at most `b`, whatever the head strength `a`. -/
theorem second_mode_le {a b μ ν : ℝ} {w x y : E} {B : E →L[ℂ] E} (hb : ‖B‖ ≤ b)
    (hx1 : ‖x‖ = 1) (hy1 : ‖y‖ = 1) (hxy : ⟪x, y⟫_ℂ = 0)
    (hx : coulomb a w B x = (ν : ℂ) • x) (hy : coulomb a w B y = (μ : ℂ) • y)
    (hμν : μ ≤ ν) : μ ≤ b := by
  by_cases hwy : ⟪w, y⟫_ℂ = 0
  · have h1 := expect_coulomb a w y B
    have h2 := (abs_le.mp (abs_expect_le hb y)).2
    rw [expect_eigen hy, hwy, norm_zero, hy1] at h1
    rw [hy1] at h2
    linarith
  -- the combination of `x` and `y` orthogonal to `w` does not see the head
  obtain ⟨z, hz⟩ : ∃ z, z = ⟪w, y⟫_ℂ • x - ⟪w, x⟫_ℂ • y := ⟨_, rfl⟩
  have hxx : ⟪x, x⟫_ℂ = 1 := by rw [inner_self_eq_norm_sq_to_K, hx1]; simp
  have hxz : ⟪x, z⟫_ℂ = ⟪w, y⟫_ℂ := by
    rw [hz, inner_sub_right, inner_smul_right, inner_smul_right, hxy, hxx]; ring
  have hwz : ⟪w, z⟫_ℂ = 0 := by
    rw [hz, inner_sub_right, inner_smul_right, inner_smul_right]; ring
  have hz0 : z ≠ 0 := by
    intro h
    rw [h, inner_zero_right] at hxz
    exact hwy hxz.symm
  have hTz : coulomb a w B z = (μ : ℂ) • z + ((ν - μ : ℝ) : ℂ) • (⟪w, y⟫_ℂ • x) := by
    rw [hz, map_sub, map_smul, map_smul, hx, hy]
    push_cast
    module
  have h0 : (⟪z, z⟫_ℂ).re = ‖z‖ ^ 2 := inner_self_eq_norm_sq (𝕜 := ℂ) z
  have he : expect (coulomb a w B) z = μ * ‖z‖ ^ 2 + (ν - μ) * ‖⟪w, y⟫_ℂ‖ ^ 2 := by
    unfold expect
    rw [hTz, inner_add_right, inner_smul_right, inner_smul_right, inner_smul_right,
      ← inner_conj_symm z x, hxz, Complex.mul_conj, Complex.normSq_eq_norm_sq, Complex.add_re,
      Complex.re_ofReal_mul, h0, ← Complex.ofReal_mul, Complex.ofReal_re]
  rw [expect_coulomb, hwz, norm_zero] at he
  have h2 := (abs_le.mp (abs_expect_le hb z)).2
  have h3 := mul_nonneg (sub_nonneg.mpr hμν) (sq_nonneg ‖⟪w, y⟫_ℂ‖)
  exact le_of_mul_le_mul_right (by linarith) (pow_pos (norm_pos_iff.mpr hz0) 2)

/-- For `a, b ≥ 0` and unit `w`, the remainder `B = b · 1` is Hermitian with norm at most `b`,
and the largest eigenvalue of `a w w† + B` equals `a + b`. -/
theorem shift_witness {a b : ℝ} {w : E} (ha : 0 ≤ a) (hb : 0 ≤ b) (hw : ‖w‖ = 1) :
    Hermitian ((b : ℂ) • ContinuousLinearMap.id ℂ E) ∧
      ‖(b : ℂ) • ContinuousLinearMap.id ℂ E‖ ≤ b ∧
      IsGreatest (eigs (coulomb a w ((b : ℂ) • ContinuousLinearMap.id ℂ E))) (a + b) := by
  have hn : ‖(b : ℂ) • ContinuousLinearMap.id ℂ E‖ ≤ b :=
    ContinuousLinearMap.opNorm_le_bound _ hb fun x => by
      simp [norm_smul, abs_of_nonneg hb]
  have hww : ⟪w, w⟫_ℂ = 1 := by rw [inner_self_eq_norm_sq_to_K, hw]; simp
  refine ⟨fun x y => ?_, hn, ⟨w, ?_, ?_⟩, fun μ hμ => (eigenvalue_bounds ha hw hn hμ).2⟩
  · change ⟪(b : ℂ) • x, y⟫_ℂ = ⟪x, (b : ℂ) • y⟫_ℂ
    rw [inner_smul_left, inner_smul_right, Complex.conj_ofReal]
  · intro h
    simp [h] at hw
  · rw [coulomb_apply, hww]
    simp [add_smul]

end

end CoulombHeadMode
```

```lean
#print axioms CoulombHeadMode.top_mode_aligns
#print axioms CoulombHeadMode.second_mode_le
```

```
'CoulombHeadMode.top_mode_aligns' depends on axioms: [propext, Classical.choice, Quot.sound]
'CoulombHeadMode.second_mode_le' depends on axioms: [propext, Classical.choice, Quot.sound]
```

## What the statements say

The space `E` is a complex inner product space, and operators are continuous linear maps `E →L[ℂ] E`, whose norm `‖B‖` is the operator norm. The bracket `⟪x, y⟫_ℂ` is conjugate-linear in its first slot, as in Dirac notation. The number `head k` is $4\pi/k^2$. For a real strength $a$, `coulomb a w B` is $a\,ww^\dagger + B$; the expression `(innerSL ℂ w).smulRight w` is the map $x \mapsto \langle w,x\rangle w$. For an operator $T$, `Hermitian T` means $\langle Tx,y\rangle = \langle x,Ty\rangle$ for all vectors, `eigs T` is the set of real numbers that have a nonzero eigenvector, and `expect T x` is $\operatorname{Re}\langle x,Tx\rangle$, not divided by $\|x\|^2$.

In `top_mode_aligns`, the clause `IsGreatest (eigs (coulomb (head k) w B)) μ` says that $\mu$ is an eigenvalue and that no real eigenvalue exceeds it. The alignment bound is stated for all unit $x$ with $vx = \mu x$, so it covers a degenerate top level as well. The quantity $1 - |\langle w,x\rangle|^2$ is the weight of $x$ orthogonal to $w$, and it is blind to the phase of $x$. The sign $b \ge 0$ is implied by `‖B‖ ≤ b`.

The theorem `second_mode_le` takes orthonormal eigenvectors $x$, $y$ of $a\,ww^\dagger + B$ with real eigenvalues $\nu \ge \mu$ and concludes $\mu \le b$. It uses only $\|B\| \le b$: $a$ is any real number, $w$ any vector, $B$ need not be Hermitian and `E` need not be finite-dimensional. Orthogonality of the pair is a hypothesis. The theorem `shift_witness` shows that for $a, b \ge 0$ and unit $w$ the remainder $B = b\cdot 1$ is Hermitian, has norm at most $b$, and gives largest eigenvalue exactly $a + b$, so the upper eigenvalue bound is attained.

## The physics

In all-electron calculations of exact exchange or screening with LAPW orbitals, products of wave functions can be expanded in a mixed product basis, and the Coulomb interaction at a Bloch vector of length $k$ becomes a matrix on the finite span of that basis. The interaction has the Fourier transform $4\pi/k^2$ in Hartree atomic units, and the long-wavelength component diverges as $k \to 0$. The vector $w$ stands for the normalised representation, in the basis, of the plane wave whose wave vector is the Bloch vector, and $B$ for everything else. For a finite matrix of this rank-one-plus-bounded form, and provided one constant $b$ bounds the remainder for all small $k$, the theorems say that diagonalising $v$ isolates the divergence in the top mode (every other member of an orthonormal eigenbasis has its eigenvalue between $-b$ and $b$) and that this mode is close to $w$, up to a phase, once $bk^2$ is small compared with $2\pi$.

The splitting $v = a\,ww^\dagger + B$ and the bound $\|B\| \le b$ are assumed and not derived from muffin-tin and interstitial functions. The parameter $k$ is a single real number held fixed; any dependence of $w$ and $B$ on the length or direction of the Bloch vector sits inside the choice of $w$ and $B$. Eigenvalues refer to the inner product of `E`, so a matrix representation is meant in an orthonormal basis, with any overlap matrix already removed and the normalisation volume absorbed so that $\|w\| = 1$.

## Why it is true

Write $a = 4\pi/k^2 > 0$. From $vx = a\langle w,x\rangle w + Bx$ and $\langle x,w\rangle = \overline{\langle w,x\rangle}$,
$$\operatorname{Re}\langle x,vx\rangle = a\,|\langle w,x\rangle|^2 + \operatorname{Re}\langle x,Bx\rangle .$$
This is `expect_coulomb`, built on `coulomb_apply`. The remainder is bounded by Cauchy–Schwarz and the operator norm,
$$|\operatorname{Re}\langle x,Bx\rangle| \le |\langle x,Bx\rangle| \le \|x\|\,\|Bx\| \le b\,\|x\|^2 ,$$
and the `calc` chain of `abs_expect_le` consists of these inequalities. If $Tx = \mu x$ with $\mu$ real, then $\operatorname{Re}\langle x,Tx\rangle = \mu\|x\|^2$, which is `expect_eigen`. The head is Hermitian because $\langle a\langle w,x\rangle w, y\rangle = a\langle x,w\rangle\langle w,y\rangle = \langle x, a\langle w,y\rangle w\rangle$ for real $a$, so `coulomb_hermitian` gives a Hermitian $v$.

A Hermitian $T$ on a space of dimension $n \ge 1$ has an orthonormal eigenbasis $e_i$ with real eigenvalues $\lambda_i$, $i = 0,\dots,n-1$; these are `e i` and `lam i` in `exists_top`, taken from Mathlib's spectral theorem through `eigenvectorBasis`. Let $j$ index a largest $\lambda_i$. Inserting the resolution of the identity, for any $y$,
$$\operatorname{Re}\langle y,Ty\rangle = \sum_i \lambda_i\,|\langle e_i,y\rangle|^2 \le \lambda_j \sum_i |\langle e_i,y\rangle|^2 = \lambda_j\|y\|^2 .$$
The two expansions are `h1` and `h2`, and the inequality is `hray`. Applied to an eigenvector $x \ne 0$ with eigenvalue $\nu$ it reads $\nu\|x\|^2 \le \lambda_j\|x\|^2$, so $\mu = \lambda_j$ is the greatest element of `eigs T`.

For any eigenvector $x \ne 0$ of $a\,ww^\dagger + B$ with real eigenvalue $\mu$, the splitting gives $\mu\|x\|^2 = a|\langle w,x\rangle|^2 + \operatorname{Re}\langle x,Bx\rangle$. Since $0 \le |\langle w,x\rangle|^2 \le \|x\|^2$ for unit $w$ and $a \ge 0$, the right side lies between $-b\|x\|^2$ and $(a+b)\|x\|^2$. Dividing by $\|x\|^2 > 0$ gives $-b \le \mu \le a + b$, the content of `eigenvalue_bounds`.

The main proof first notes that $w \ne 0$, so the space is nonzero and `exists_top` applies. With $w$ as trial vector,
$$\mu \ge \operatorname{Re}\langle w,vw\rangle = a + \operatorname{Re}\langle w,Bw\rangle \ge a - b ,$$
which is `hlow`; with `hup`, $\mu \le a + b$, this gives $|\mu - a| \le b$. For a unit eigenvector $x$ of $\mu$,
$$a - b \le \mu = a|\langle w,x\rangle|^2 + \operatorname{Re}\langle x,Bx\rangle \le a|\langle w,x\rangle|^2 + b ,$$
hence $a\,(1 - |\langle w,x\rangle|^2) \le 2b$, which is `h3`. Multiplying by $k^2$ and using $ak^2 = 4\pi$ (the fact `hh`, the step that needs $k \neq 0$) yields $4\pi(1 - |\langle w,x\rangle|^2) \le 2bk^2$, and division by $4\pi$ gives the stated bound.

For the second mode, now with $x$, $y$ orthonormal and eigenvalues $\nu \ge \mu$, put $p = \langle w,x\rangle$ and $q = \langle w,y\rangle$. If $q = 0$, the vector $y$ does not see the head and $\mu = \operatorname{Re}\langle y,By\rangle \le b$. Otherwise take $z = qx - py$. Then $\langle w,z\rangle = qp - pq = 0$ (`hwz`), and $\langle x,z\rangle = q \neq 0$ (`hxz`) shows $z \ne 0$. Acting with the operator gives $\nu q x - \mu p y = \mu z + (\nu - \mu)q x$ (`hTz`), and since $\langle z,x\rangle = \bar q$, its expectation value in $z$ is $\mu\|z\|^2 + (\nu-\mu)|q|^2$ (`he`). The code leaves $z$ unnormalised; with $\|z\|^2 = |p|^2 + |q|^2$, the unit vector $z/\|z\|$ has expectation value $\mu + (\nu-\mu)|q|^2/(|p|^2+|q|^2) \ge \mu$. Because $z \perp w$, the head contributes nothing and the expectation value in $z$ is $\operatorname{Re}\langle z,Bz\rangle \le b\|z\|^2$. Thus $\mu\|z\|^2 \le b\|z\|^2$ and $\mu \le b$.

For the witness, $(a\,ww^\dagger + b)w = (a+b)w$, so $a + b$ is an eigenvalue, and `eigenvalue_bounds` excludes anything larger.

## Smallest and limiting cases

In dimension one, $B$ is multiplication by a real number $\beta$ with $|\beta| \le b$, the only eigenvalue is $a + \beta$, and every unit vector is a phase times $w$, so the left side of the alignment bound is zero; no orthonormal pair exists for `second_mode_le` to act on. For $b = 0$, in any dimension, the theorem gives $\mu = 4\pi/k^2$ and $1 - |\langle w,x\rangle|^2 \le 0$.

If one constant $b$ bounds the remainder for all small $k \ne 0$, the theorem applies at each such $k$: the top eigenvalue grows as $4\pi/k^2$ up to an error $b$, the weight orthogonal to $w$ is at most of order $k^2$, and the lower member of any orthonormal pair of eigenvectors has eigenvalue at most $b$. The order $k^2$ is not sharp. With $x_\perp = x - \langle w,x\rangle w$, the part of $vx = \mu x$ orthogonal to $w$ gives $\mu\|x_\perp\| \le \|Bx\| \le b$, so for $a > b$ the weight is at most $b^2/(a-b)^2$, which is of order $k^4$; this sharper estimate is not proved in the Lean code. For $bk^2 \ge 2\pi$, that is $a \le 2b$, the alignment bound is at least $1$ and carries no information.

## Easy mistakes

The remainder enters the alignment estimate twice, once lowering the trial value at $w$ and once raising the value at $x$. Counting it once would give $1 - |\langle w,x\rangle|^2 \le b/a$, which fails when $a = 2b$. An example, worked here on paper and not in Lean, takes two dimensions, a unit vector $u \perp w$, $B = -b\,ww^\dagger + b\,uu^\dagger$ with $b > 0$, and $a = 2b$. Then $v = b\cdot 1$, the vector $x = u$ is a top eigenvector, and $1 - |\langle w,u\rangle|^2 = 1 = 2b/a$, twice $b/a$.

On the formal side, Lean sets division by zero to zero, so `head 0` is $0$ and not infinite. A version of the theorem that admitted $k = 0$ would have $v = B$ and would claim $1 - |\langle w,x\rangle|^2 \le 0$ for every unit top eigenvector, which fails for $B = 0$ and a unit $x \perp w$; the hypothesis `hk` excludes this case.
